# The hyperbolic cotangent of Na/2 in terms of e^(−Na), for a > 0 and N ≥ 1

The lemma states that, for a real number a > 0 and a natural number N ≥ 1, cosh(Na/2)/sinh(Na/2) equals 2/(1 − (e^(−a))^N) − 1. This is an identity between real functions: the statement fixes no Hamiltonian or physical system, and gives a and N no meaning beyond their being positive. The attempt first shows that sinh(Na/2) and 1 − (e^(−a))^N are non-zero, so that both can serve as denominators. It then writes the right-hand side as a single fraction, cross-multiplies, and expands the hyperbolic functions in exponentials. What remains is algebra, closed using e^(Na/2) · e^(−Na/2) = 1.

This version doesn't compile in Lean 4 with Mathlib:

```lean
import Mathlib

open Finset Filter Topology

namespace CothEq

noncomputable section

/-- For `a > 0` and `N ≥ 1`, `coth(Na/2)` equals `2/(1 - e^{-Na}) - 1`. -/
theorem coth_eq {a : ℝ} (ha : 0 < a) {N : ℕ} (hN : 0 < N) :
    Real.cosh (N * a / 2) / Real.sinh (N * a / 2) = 2 / (1 - Real.exp (-a) ^ N) - 1 := by
  have hN' : (0 : ℝ) < N := Nat.cast_pos.mpr hN
  have hs : 0 < Real.sinh (N * a / 2) := Real.sinh_pos_iff.mpr (by positivity)
  have hlt : Real.exp (-a) ^ N < 1 :=
    pow_lt_one₀ (Real.exp_pos _).le (Real.exp_lt_one (by linarith)) hN.ne'
  have hE : 1 - Real.exp (-a) ^ N ≠ 0 := by linarith [hlt] |> fun h : 0 < 1 - Real.exp (-a) ^ N => h.ne'
  have hq : Real.exp (-a) ^ N = Real.exp (-(N * a / 2)) * Real.exp (-(N * a / 2)) := by
    rw [← Real.exp_nat_mul, ← Real.exp_add]
    congr 1
    ring
  have hpq : Real.exp (N * a / 2) * Real.exp (-(N * a / 2)) = 1 := by
    rw [← Real.exp_add, add_neg_cancel, Real.exp_zero]
  have hf : 2 / (1 - Real.exp (-a) ^ N) - 1 =
      (1 + Real.exp (-a) ^ N) / (1 - Real.exp (-a) ^ N) := by
    rw [eq_div_iff hE, sub_mul, div_mul_cancel₀ _ hE]
    ring
  rw [hf, div_eq_div_iff hs.ne' hE, hq, Real.cosh_eq, Real.sinh_eq]
  linear_combination (-Real.exp (-(N * a / 2))) * hpq

end

end CothEq
```

Messages:

```
Main.lean:15:37: error(lean.unknownIdentifier): Unknown constant `Real.exp_lt_one`
```

Cause. The message says that Lean finds no constant called `Real.exp_lt_one`. The proof of `hlt` calls it as a function that should turn a proof of −a < 0 into a proof of e^(−a) < 1, which `pow_lt_one₀` needs in order to conclude that the N-th power is also below 1. The mathematics of this step is sound; only the name fails.

The repair uses `Real.exp_lt_one_iff`, an equivalence between e^x < 1 and x < 0. Since it is an equivalence and not a function, `.mpr` is needed to take its right-to-left direction. The argument `by linarith` is kept, and proves −a < 0 from `ha`.

The change to `hE` is mere tidying, and no message concerns that line. The old version had `linarith` prove that 1 − (e^(−a))^N is positive and passed the result to a function that extracts "non-zero". The new one gets the same positivity directly from `hlt` by `sub_pos.mpr`, and then applies `.ne'`.

After these edits no error is left:

```diff
@@ -13,6 +13,6 @@
   have hs : 0 < Real.sinh (N * a / 2) := Real.sinh_pos_iff.mpr (by positivity)
   have hlt : Real.exp (-a) ^ N < 1 :=
-    pow_lt_one₀ (Real.exp_pos _).le (Real.exp_lt_one (by linarith)) hN.ne'
-  have hE : 1 - Real.exp (-a) ^ N ≠ 0 := by linarith [hlt] |> fun h : 0 < 1 - Real.exp (-a) ^ N => h.ne'
+    pow_lt_one₀ (Real.exp_pos _).le (Real.exp_lt_one_iff.mpr (by linarith)) hN.ne'
+  have hE : 1 - Real.exp (-a) ^ N ≠ 0 := (sub_pos.mpr hlt).ne'
   have hq : Real.exp (-a) ^ N = Real.exp (-(N * a / 2)) * Real.exp (-(N * a / 2)) := by
     rw [← Real.exp_nat_mul, ← Real.exp_add]
```
